# With the Hamiltonian fixed and positive semidefinite, enlarging the overlap raises no level

A Chebyshev-filtered eigensolver needs a number b that is not below the highest level of the problem, because the filter polynomial grows quickly beyond b and would amplify whatever lies there. In an ultrasoft or projector augmented-wave (PAW) calculation the levels belong to a generalised problem with an augmented overlap. If the augmentation is positive semidefinite and the Hamiltonian matrix H has no negative eigenvalue, a bound b found for H with unit overlap remains valid for the augmented problem.

This is the highest-level case of a bound on every level. Let S and T be two overlap matrices in the same finite basis, with T − S positive semidefinite. Let ε₀ ≤ … ≤ εₙ₋₁ be the levels of (H,S) and η₀ ≤ … ≤ ηₙ₋₁ those of (H,T). If H is positive semidefinite, then for every k from 0 to n − 1

ηₖ ≤ εₖ.

Here T is the larger overlap and not the kinetic energy.

## The upper end of the filter interval

Take an orthonormal basis, such as plane waves, and collect the projectors as the columns of a matrix B. With a Hermitian matrix Q of augmentation charges, the two overlaps are

S = 1, T = 1 + B Q B†.

For any vector x, the difference gives x†(T − S)x = (B†x)† Q (B†x), which is nonnegative if Q is positive semidefinite. A code that has the matrix elements of H can then take b as the largest absolute row sum of H, the maximum over i of Σⱼ |Hᵢⱼ|. This is at least the highest eigenvalue of H, and hence at least the highest level of (H,T). The filter is applied with T⁻¹H, but finding b needs neither T⁻¹ nor a solution of the augmented problem.

For example, let H = diag(4, 9) and T = diag(1, 9). The row sums give b = 9. The augmented levels are 4/1 and 9/9, in order (1, 4), and both lie below b. The orbitals have exchanged places, so the bound compares levels by their position in the ordered list and does not follow an orbital.

A Kohn–Sham Hamiltonian often has negative levels. A more general result then applies: for any H for which both problems have solutions, each level moves towards zero or stays, and never crosses zero. Hence ηₖ ≤ max(εₖ, 0), and the row-sum choice of b, being nonnegative, still works.

## One vector between two levels

Let the columns of C be the eigenvectors of (H,S), so that

C†SC = 1, HC = SC diag(ε).

Multiplying the second equation by C† gives C†HC = diag(ε). For a trial vector x = Ca this yields

x†Hx = Σᵢ εᵢ|aᵢ|², x†Sx = Σᵢ |aᵢ|².

Since C is square, C†SC = 1 also implies CC†S = 1. Every x is therefore Ca with a = C†Sx, and x†Sx > 0 unless x = 0. Let D hold the eigenvectors of (H,T) in the same way; it is not the matrix of nonlocal strengths that often carries this letter. Then x = Db with coefficients b = D†Tx, and x†Tx > 0 for x ≠ 0. In this section b is this vector and not the filter bound.

Now fix k and look for a vector with aᵢ = 0 for i > k and bᵢ = 0 for i < k. Because b = D†TCa, these are (n − 1 − k) + k = n − 1 homogeneous linear conditions on the n numbers aᵢ, so a nonzero solution exists. For it,

x†Hx = Σ_{i≤k} εᵢ|aᵢ|² ≤ εₖ x†Sx,

x†Hx = Σ_{i≥k} ηᵢ|bᵢ|² ≥ ηₖ x†Tx.

Together these give

ηₖ x†Tx ≤ x†Hx ≤ εₖ x†Sx. (1)

Exchanging the two problems gives another nonzero vector y with

εₖ y†Sy ≤ y†Hy ≤ ηₖ y†Ty. (2)

The assumption on T − S says that x†Sx ≤ x†Tx for every x. Suppose εₖ ≥ 0. Then (1) gives ηₖ x†Tx ≤ εₖ x†Sx ≤ εₖ x†Tx, and division by x†Tx > 0 gives ηₖ ≤ εₖ. From (2), 0 ≤ ηₖ y†Ty, so ηₖ ≥ 0.

Suppose instead εₖ ≤ 0. Then (2) gives εₖ y†Ty ≤ εₖ y†Sy ≤ ηₖ y†Ty, so εₖ ≤ ηₖ. From (1), ηₖ x†Tx ≤ εₖ x†Sx ≤ 0, so ηₖ ≤ 0.

It remains to see that a positive semidefinite H has no negative level. Using (H,S) for both problems in (1) gives a nonzero x with 0 ≤ x†Hx ≤ εₖ x†Sx, hence εₖ ≥ 0. The first case then applies to every k.

## Two small failures

Without a sign condition on H, the bound can fail for a single orbital. With H = −1, S = 1 and T = 2, the level rises from −1 to −1/2. It has moved towards zero, as the general result requires.

A larger trace of the overlap is no substitute for T − S being positive semidefinite. Take H = diag(1, 4), S = 1 and T = diag(1/2, 3). The trace grows from 2 to 7/2, but the ordered levels change from (1, 4) to (4/3, 2), so the lowest one rises. This matters for real datasets, since Q can have negative eigenvalues.

## The Lean source

```lean
import Mathlib

open Matrix
open scoped ComplexOrder

namespace OverlapMonotonicity

variable {n : ℕ} {H S T : Matrix (Fin n) (Fin n) ℂ} {ε η : Fin n → ℝ}
  {C D : Matrix (Fin n) (Fin n) ℂ}

/-- The real part of the quadratic form `⟨x, A x⟩`: an unnormalised energy for a Hamiltonian `A`, a
squared norm for an overlap `A`. -/
def quad (A : Matrix (Fin n) (Fin n) ℂ) (x : Fin n → ℂ) : ℝ := (star x ⬝ᵥ A *ᵥ x).re

/-- The generalised eigenvalue problem `H C = S C ε` is solved by the levels `ε`, listed in
increasing order, and by the `S`-orthonormal columns of `C`. -/
structure IsLevels (H S : Matrix (Fin n) (Fin n) ℂ) (ε : Fin n → ℝ)
    (C : Matrix (Fin n) (Fin n) ℂ) : Prop where
  ordered : Monotone ε
  orthonormal : Cᴴ * S * C = 1
  secular : H * C = S * C * diagonal (fun i => (ε i : ℂ))

/-- In the eigenvector basis the unnormalised energy is the sum of levels weighted by the squared
moduli of the coefficients, and the squared norm is the sum of those squared moduli. -/
theorem quad_expansion (h : IsLevels H S ε C) (a : Fin n → ℂ) :
    quad H (C *ᵥ a) = ∑ i, ε i * Complex.normSq (a i) ∧
      quad S (C *ᵥ a) = ∑ i, Complex.normSq (a i) := by
  have move : ∀ A : Matrix (Fin n) (Fin n) ℂ, quad A (C *ᵥ a) = quad (Cᴴ * A * C) a := by
    intro A
    unfold quad
    rw [Matrix.star_mulVec, ← Matrix.dotProduct_mulVec]
    simp only [Matrix.mulVec_mulVec, Matrix.mul_assoc]
  have hd : Cᴴ * H * C = diagonal (fun i => (ε i : ℂ)) := by
    rw [Matrix.mul_assoc, h.secular, ← Matrix.mul_assoc, ← Matrix.mul_assoc,
      h.orthonormal, Matrix.one_mul]
  constructor
  · rw [move, hd]
    simp only [quad, dotProduct, Matrix.mulVec_diagonal, Complex.re_sum]
    refine Finset.sum_congr rfl fun i _ => ?_
    simp [Complex.normSq_apply]
    ring
  · rw [move, h.orthonormal]
    simp only [quad, dotProduct, Matrix.one_mulVec, Complex.re_sum]
    refine Finset.sum_congr rfl fun i _ => ?_
    simp [Complex.normSq_apply]

/-- The eigenvectors are complete: every vector is recovered from its overlaps with them. -/
theorem completeness (h : IsLevels H S ε C) (x : Fin n → ℂ) :
    C *ᵥ ((Cᴴ * S) *ᵥ x) = x := by
  rw [Matrix.mulVec_mulVec, mul_eq_one_comm.mp h.orthonormal, Matrix.one_mulVec]

/-- If the generalised problem has a complete orthonormal solution, every nonzero vector has
positive squared norm in the overlap. -/
theorem norm_pos (h : IsLevels H S ε C) {x : Fin n → ℂ} (hx : x ≠ 0) : 0 < quad S x := by
  have hb : (Cᴴ * S) *ᵥ x ≠ 0 := by
    intro h0
    apply hx
    rw [← completeness h x, h0, Matrix.mulVec_zero]
  obtain ⟨i, hi⟩ := Function.ne_iff.mp hb
  rw [← completeness h x, (quad_expansion h _).2]
  exact Finset.sum_pos' (fun j _ => Complex.normSq_nonneg _)
    ⟨i, Finset.mem_univ i, Complex.normSq_pos.mpr hi⟩

/-- Dimension counting: some nonzero coefficient vector `a` vanishes above `k` while its
image `M a` vanishes below `k`. -/
theorem exists_coeffs (M : Matrix (Fin n) (Fin n) ℂ) (k : Fin n) :
    ∃ a : Fin n → ℂ, a ≠ 0 ∧ (∀ i, k < i → a i = 0) ∧ ∀ i, i < k → (M *ᵥ a) i = 0 := by
  -- all conditions together form a square system whose row `k` is empty
  let N : Matrix (Fin n) (Fin n) ℂ := Matrix.of fun i j =>
    if i < k then M i j else if i = k then 0 else if i = j then 1 else 0
  have hN : N.det = 0 := Matrix.det_eq_zero_of_row_eq_zero k (fun j => by simp [N])
  obtain ⟨a, ha, hNa⟩ := Matrix.exists_mulVec_eq_zero_iff.mpr hN
  refine ⟨a, ha, fun i hi => ?_, fun i hi => ?_⟩
  · have h := congrFun hNa i
    simpa [N, Matrix.mulVec, dotProduct, not_lt_of_gt hi, ne_of_gt hi] using h
  · have h := congrFun hNa i
    simpa [N, Matrix.mulVec, dotProduct, hi] using h

/-- For one Hamiltonian and two overlaps there is a nonzero trial vector whose unnormalised energy
lies between the two `k`-th levels, each multiplied by the squared norm in its own overlap. -/
theorem exists_trial (hC : IsLevels H S ε C) (hD : IsLevels H T η D) (k : Fin n) :
    ∃ x : Fin n → ℂ, x ≠ 0 ∧ η k * quad T x ≤ quad H x ∧ quad H x ≤ ε k * quad S x := by
  obtain ⟨a, ha, hhi, hlo⟩ := exists_coeffs (Dᴴ * T * C) k
  have hx : C *ᵥ a = D *ᵥ ((Dᴴ * T * C) *ᵥ a) := by
    rw [← Matrix.mulVec_mulVec, completeness hD]
  refine ⟨C *ᵥ a, ?_, ?_, ?_⟩
  · intro h0
    have h1 : (Cᴴ * S) *ᵥ (C *ᵥ a) = a := by
      rw [Matrix.mulVec_mulVec, hC.orthonormal, Matrix.one_mulVec]
    rw [h0, Matrix.mulVec_zero] at h1
    exact ha h1.symm
  · -- only levels from `k` upward of the second problem contribute
    rw [hx, (quad_expansion hD _).1, (quad_expansion hD _).2, Finset.mul_sum]
    refine Finset.sum_le_sum fun i _ => ?_
    rcases lt_or_ge i k with hi | hi
    · rw [hlo i hi]; simp
    · exact mul_le_mul_of_nonneg_right (hD.ordered hi) (Complex.normSq_nonneg _)
  · -- only levels up to `k` of the first problem contribute
    rw [(quad_expansion hC _).1, (quad_expansion hC _).2, Finset.mul_sum]
    refine Finset.sum_le_sum fun i _ => ?_
    rcases lt_or_ge k i with hi | hi
    · rw [hhi i hi]; simp
    · exact mul_le_mul_of_nonneg_right (hC.ordered hi) (Complex.normSq_nonneg _)

/-- The ordered levels are determined by the Hamiltonian and the overlap, whatever
eigenvectors are chosen. -/
theorem levels_unique (hC : IsLevels H S ε C) (hD : IsLevels H S η D) : ε = η := by
  funext k
  obtain ⟨x, hx, h1, h2⟩ := exists_trial hC hD k
  obtain ⟨y, hy, h3, h4⟩ := exists_trial hD hC k
  exact le_antisymm (le_of_mul_le_mul_right (h3.trans h4) (norm_pos hC hy))
    (le_of_mul_le_mul_right (h1.trans h2) (norm_pos hC hx))

/-- When a positive semidefinite augmentation takes the overlap from `S` to `T` and the Hamiltonian
is kept fixed, each ordered level moves towards zero or stays, and it does not cross zero. -/
theorem levels_toward_zero (hC : IsLevels H S ε C) (hD : IsLevels H T η D)
    (hST : (T - S).PosSemidef) (k : Fin n) :
    (0 ≤ ε k → 0 ≤ η k ∧ η k ≤ ε k) ∧ (ε k ≤ 0 → ε k ≤ η k ∧ η k ≤ 0) := by
  have grow : ∀ x, quad S x ≤ quad T x := by
    intro x
    have h : 0 ≤ quad (T - S) x := (Complex.le_def.mp (hST.dotProduct_mulVec_nonneg x)).1
    have h' : quad (T - S) x = quad T x - quad S x := by
      simp [quad, Matrix.sub_mulVec, dotProduct_sub]
    linarith
  obtain ⟨x, hx, h1, h2⟩ := exists_trial hC hD k
  obtain ⟨y, hy, h3, h4⟩ := exists_trial hD hC k
  have hTx := norm_pos hD hx
  have hTy := norm_pos hD hy
  have hSx := norm_pos hC hx
  have hSy := norm_pos hC hy
  refine ⟨fun h => ⟨?_, ?_⟩, fun h => ⟨?_, ?_⟩⟩
  · have := mul_nonneg h hSy.le
    exact le_of_mul_le_mul_right (by linarith) hTy
  · have := mul_le_mul_of_nonneg_left (grow x) h
    exact le_of_mul_le_mul_right (by linarith) hTx
  · have := mul_le_mul_of_nonpos_left (grow y) h
    exact le_of_mul_le_mul_right (by linarith) hTy
  · have := mul_nonpos_of_nonpos_of_nonneg h hSx.le
    exact le_of_mul_le_mul_right (by linarith) hTx

/-- Overlap monotonicity: for a positive semidefinite Hamiltonian, enlarging the overlap from
`S` to `T` by a positive semidefinite augmentation raises none of the ordered levels. -/
theorem overlap_monotonicity (hH : H.PosSemidef) (hST : (T - S).PosSemidef)
    (hC : IsLevels H S ε C) (hD : IsLevels H T η D) (k : Fin n) : η k ≤ ε k := by
  -- a nonnegative Hamiltonian has nonnegative levels
  obtain ⟨x, hx, -, h2⟩ := exists_trial hC hC k
  have h0 : 0 ≤ quad H x := (Complex.le_def.mp (hH.dotProduct_mulVec_nonneg x)).1
  have hε : 0 ≤ ε k := le_of_mul_le_mul_right (by linarith) (norm_pos hC hx)
  exact ((levels_toward_zero hC hD hST k).1 hε).2

/-- Two orbitals of energies 4 and 9 with unit overlap: augmenting the second orbital's
overlap to 9 changes the ordered levels from (4, 9) to (1, 4). -/
theorem overlap_monotonicity_witness :
    (diagonal ![4, 9] : Matrix (Fin 2) (Fin 2) ℂ).PosSemidef ∧
    (diagonal ![1, 9] - 1 : Matrix (Fin 2) (Fin 2) ℂ).PosSemidef ∧
    IsLevels (diagonal ![4, 9]) 1 ![4, 9] 1 ∧
    IsLevels (diagonal ![4, 9]) (diagonal ![1, 9]) ![1, 4] !![0, 1; 1 / 3, 0] := by
  refine ⟨?_, ?_, ⟨?_, ?_, ?_⟩, ⟨?_, ?_, ?_⟩⟩
  · refine Matrix.PosSemidef.diagonal fun i => ?_
    fin_cases i <;> simp
  · have h : (diagonal ![1, 9] - 1 : Matrix (Fin 2) (Fin 2) ℂ) = diagonal ![0, 8] := by
      ext i j
      fin_cases i <;> fin_cases j <;> norm_num [Matrix.one_apply, Matrix.diagonal_apply]
    rw [h]
    refine Matrix.PosSemidef.diagonal fun i => ?_
    fin_cases i <;> simp
  · intro i j
    fin_cases i <;> fin_cases j <;> norm_num
  · simp
  · ext i j
    fin_cases i <;> fin_cases j <;> simp
  · intro i j
    fin_cases i <;> fin_cases j <;> norm_num
  · have h3 : (starRingEnd ℂ) 3 = 3 := Complex.conj_eq_iff_im.mpr (by simp)
    ext i j
    fin_cases i <;> fin_cases j <;>
      norm_num [Matrix.mul_apply, Fin.sum_univ_succ, Matrix.diagonal_apply,
        Matrix.conjTranspose_apply, Matrix.one_apply, h3]
  · ext i j
    fin_cases i <;> fin_cases j <;>
      norm_num [Matrix.mul_apply, Fin.sum_univ_succ, Matrix.diagonal_apply]

end OverlapMonotonicity
```

```lean
#print axioms OverlapMonotonicity.levels_unique
#print axioms OverlapMonotonicity.overlap_monotonicity
```

```
'OverlapMonotonicity.levels_unique' depends on axioms: [propext, Classical.choice, Quot.sound]
'OverlapMonotonicity.overlap_monotonicity' depends on axioms: [propext, Classical.choice, Quot.sound]
```

## How the file states and proves the bound

The matrices are complex and n × n, with indices in `Fin n`, so k = 0 is the lowest level. The conjugate transpose † is written `ᴴ`. The function `quad A x` is the real part of x†Ax: a squared norm when A is an overlap, and an unnormalised energy when A is the Hamiltonian, to be divided by the squared norm to give the energy of a state.

`IsLevels H S ε C` says that the real list ε is in increasing order, that the columns of C are S-orthonormal, and that they satisfy the secular equation. This is the form in which a dense generalised eigensolver usually returns its result. Degenerate levels are allowed and are repeated in the list.

The theorem `overlap_monotonicity` takes such a solution for (H,S) and another for (H,T), with `H.PosSemidef` and `(T - S).PosSemidef`, and concludes `η k ≤ ε k`. `levels_toward_zero` omits the condition on H and gives the two cases according to the sign of `ε k`.

The lemmas follow the derivation:

- `quad_expansion` moves C into the matrix, reduces C†HC to a diagonal matrix and compares the sums term by term.
- `completeness` turns the left inverse C†S into a right inverse, and `norm_pos` deduces that nonzero vectors have positive squared norm.
- `exists_coeffs` does the dimension count with a determinant. It puts the n − 1 conditions into a square matrix `N` whose row k is zero. The determinant vanishes, so `N` has a nonzero null vector.
- `exists_trial` applies this to D†TC and proves (1). In each sum, a term either vanishes or is bounded using the order of the levels.
- `levels_unique` uses (1) and (2) with equal overlaps to show that the ordered levels depend only on H and S, even where degeneracy leaves the eigenvectors free.

In `levels_toward_zero`, the local statement `grow` is the comparison of norms, and each of the four inequalities ends with `le_of_mul_le_mul_right`, the division by a positive squared norm. The main theorem applies `exists_trial` with (H,S) in both roles to get `0 ≤ ε k`, then uses the nonnegative case. `overlap_monotonicity_witness` verifies that the example with levels (4, 9) and (1, 4) satisfies all the hypotheses.

## A fixed Hamiltonian and given solutions

The solutions of both eigenvalue problems are hypotheses. For Hermitian H and positive definite overlaps they exist by the usual reduction to an ordinary Hermitian problem. Positive definiteness is not assumed separately, because the orthonormality condition already forces it. An overlap made singular by a linearly dependent basis therefore has no solution of this form.

Both problems contain the same matrix H. That is the case in the filter bound, where unit overlap serves only as an auxiliary problem. It is generally not the case when one PAW dataset replaces another, since the nonlocal part of H and the self-consistent potential change as well. The inequality alone does not predict how band energies respond to such a replacement.

The energy zero also matters. Shifting every level by a constant c means adding cS to H in one problem and cT in the other, after which the two Hamiltonians differ. A shift therefore cannot be used to make H positive semidefinite and then be removed from the comparison.

The theorems concern finite matrices of complex numbers, without rounding. The row-sum estimate and the condition on Q are ordinary linear algebra added here to connect the checked inequality with the filter.
